# Two exactly linear, isotropic Weyl nodes of opposite chirality have a total orbital-moment flux along the group velocity that is independent of the chemical potential

## A wave vector along the third axis

Take a Weyl node with chirality $\chi=\pm1$, speed $v>0$ and node energy $e_0$, and put the wave vector at $(0,0,q)$ with $q>0$. With $\hbar=1$, the Hamiltonian is $e_0+\chi vq\,\sigma_z$. Its eigenstates are $\uparrow$ and $\downarrow$, with energies $e_0\pm\chi vq$, and the velocity operators along the first two axes are $\chi v\sigma_x$ and $\chi v\sigma_y$.

For the state $\uparrow$, the interband product is
$$v^2\langle\uparrow|\sigma_x|\downarrow\rangle\langle\downarrow|\sigma_y|\uparrow\rangle=iv^2 .$$
Dividing its imaginary part by the energy difference $2\chi vq$ gives $\chi v/(2q)$, the third component of the orbital moment defined in the next section. For $\downarrow$, the product is $-iv^2$ and the energy difference is $-2\chi vq$. Both signs change, so the two bands have the same moment.

## Moment and Fermi-sphere integral

For a general wave vector $k=(k_0,k_1,k_2)$, with indices $0,1,2$ standing for $x,y,z$, let
$$H=e_0+\chi v\,k\cdot\sigma,\qquad E_s=e_0+sv|k|,\qquad s=\pm1 .$$
Let $P_s$ be the projector on band $s$ and $v_a=\chi v\sigma_a$. Component $c$ of the orbital moment is
$$M_c=\frac{\operatorname{Im}\operatorname{tr}(P_s v_{c+1}P_{-s}v_{c+2})}{E_s-E_{-s}},$$
with indices modulo 3. Charge and other constant prefactors are left out.

For a chemical potential $\mu\neq e_0$, the quantity of interest is
$$F=\int_{\text{Fermi sphere}} M\cdot\frac{\nabla_kE_s}{v}\,dS .$$
The unit vector $\nabla_kE_s/v$ is normal to the sphere and points outwards for $\mu>e_0$, inwards for $\mu<e_0$. Integrals of this kind enter the low-frequency optical rotation of clean chiral metals; here the electrons are non-interacting and each node is exactly linear and isotropic.

## What the theorems state

- `orbitalMoment_eq`: for $k\ne0$ the gap is nonzero, and $M_c=\chi vk_c/(2|k|^2)$ for every $c$ and both bands.
- `fermiFlux_eq`: for $\mu\ne e_0$ the Fermi sphere has positive radius, and $F=2\pi\chi(\mu-e_0)$.
- `two_node_flux`: nodes of chirality $+1$ and $-1$, at energies $e_+$ and $e_-$ and with possibly different positive speeds, have integrals that add up to $2\pi(e_--e_+)$, provided $\mu$ lies at neither node energy.

In the file, `weylH` is $H$, `bandProj` is $P_s$, and `kabs` is $|k|$. The type `Fin 3 → ℝ` holds a wave vector, and addition in `Fin 3` supplies the cyclic indices. The matrices in `velocity` are entered directly as $\chi v\sigma_a$, the $k_a$-derivative of $H$, while `groupVelocity` is defined as a partial derivative of the band energy.

The surface integral `sphereIntegral` uses polar angle $\theta$, azimuth $\varphi$ and area element $R^2\sin\theta\,d\theta\,d\varphi$. The band and radius come from `fermiBand` and `fermiRadius`, and `fermi_surface` shows that they describe exactly the states at energy $\mu$.

The two nodes are separate Hamiltonians, each with its own origin of $k$. Tilt, anisotropy, band curvature, coupling between nodes and the intrinsic spin moment are absent, and no response coefficient is derived from a Kubo formula.

## Derivation

**Projectors.** Since $(k\cdot\sigma)^2=|k|^2$, the matrix
$$P_s=\tfrac12(1+t\,k\cdot\sigma),\qquad t=\frac{s\chi}{|k|},$$
satisfies $P_s^2=\tfrac14(1+2t\,k\cdot\sigma+t^2|k|^2)=P_s$, because $t^2|k|^2=1$. Also $P_s+P_{-s}=1$. From $(k\cdot\sigma)P_s=s\chi|k|P_s$ and $\chi^2=1$ follows $HP_s=E_sP_s$.

**Moment.** Write $a=c+1$ and $b=c+2$, and expand
$$\operatorname{tr}\big[(1+t\,k\cdot\sigma)\sigma_a(1-t\,k\cdot\sigma)\sigma_b\big].$$
The term without $t$ is $\operatorname{tr}(\sigma_a\sigma_b)=0$. The two linear terms each give $2itk_c$: the minus sign in the second is compensated by the changed order of the Pauli matrices. The quadratic term is $-4t^2k_ak_b$, which is real. The imaginary part is therefore $4tk_c$. The velocities and projectors contribute the factor $v^2/4$, so
$$M_c=\frac{v^2s\chi k_c/|k|}{2sv|k|}=\frac{\chi vk_c}{2|k|^2}.$$

**Flux.** Differentiating $|k|$ gives $\partial E_s/\partial k_c=svk_c/|k|$. Hence
$$M\cdot\frac{\nabla_kE_s}{v}=\sum_c\frac{\chi vk_c}{2|k|^2}\frac{sk_c}{|k|}=\frac{\chi sv}{2|k|}.$$
This is constant on the Fermi sphere, whose radius is $R=|\mu-e_0|/v$. The band that crosses the chemical potential has $s=+1$ for $\mu>e_0$ and $s=-1$ for $\mu<e_0$, so $svR=\mu-e_0$. Multiplying by the area gives
$$F=4\pi R^2\,\frac{\chi sv}{2R}=2\pi\chi svR=2\pi\chi(\mu-e_0).$$

**Two nodes.** The sum is $2\pi(\mu-e_+)-2\pi(\mu-e_-)=2\pi(e_--e_+)$. The speeds have already dropped out of each term.

## The Lean file

```lean
import Mathlib

open Matrix

namespace WeylGyrotropy

noncomputable section

/-- The three Pauli matrices. -/
def sigma : Fin 3 → Matrix (Fin 2) (Fin 2) ℂ :=
  ![!![0, 1; 1, 0], !![0, -Complex.I; Complex.I, 0], !![1, 0; 0, -1]]

/-- The Euclidean length of the wave vector. -/
def kabs (k : Fin 3 → ℝ) : ℝ := Real.sqrt (k 0 ^ 2 + k 1 ^ 2 + k 2 ^ 2)

/-- The matrix `k · σ`. -/
def kSigma (k : Fin 3 → ℝ) : Matrix (Fin 2) (Fin 2) ℂ := ∑ a, (k a : ℂ) • sigma a

/-- The Weyl Hamiltonian `e0 + χ v k · σ`. -/
def weylH (χ v e0 : ℝ) (k : Fin 3 → ℝ) : Matrix (Fin 2) (Fin 2) ℂ :=
  (e0 : ℂ) • 1 + ((χ * v : ℝ) : ℂ) • kSigma k

/-- The velocity operator `χ v σ_a`. -/
def velocity (χ v : ℝ) (a : Fin 3) : Matrix (Fin 2) (Fin 2) ℂ :=
  ((χ * v : ℝ) : ℂ) • sigma a

/-- The energy of the upper (`s = 1`) or lower (`s = -1`) band. -/
def bandEnergy (v e0 s : ℝ) (k : Fin 3 → ℝ) : ℝ := e0 + s * v * kabs k

/-- The projector on band `s`, for `k ≠ 0`. -/
def bandProj (χ s : ℝ) (k : Fin 3 → ℝ) : Matrix (Fin 2) (Fin 2) ℂ :=
  (1 / 2 : ℂ) • (1 + ((s * χ / kabs k : ℝ) : ℂ) • kSigma k)

/-- Component `c` of the orbital moment of band `s`:
`Im tr(P_n v_a P_m v_b) / (E_n - E_m)` with `(a, b, c)` cyclic and `m` the other band. -/
def orbitalMoment (χ v e0 s : ℝ) (k : Fin 3 → ℝ) (c : Fin 3) : ℝ :=
  (trace (bandProj χ s k * velocity χ v (c + 1) * bandProj χ (-s) k *
    velocity χ v (c + 2))).im / (bandEnergy v e0 s k - bandEnergy v e0 (-s) k)

/-- Component `c` of the group velocity, the partial derivative of the band energy. -/
def groupVelocity (v e0 s : ℝ) (k : Fin 3 → ℝ) (c : Fin 3) : ℝ :=
  deriv (fun t => bandEnergy v e0 s (Function.update k c t)) (k c)

/-- The point of the sphere of radius `R` with polar angle `θ` and azimuth `φ`. -/
def spherePoint (R θ φ : ℝ) : Fin 3 → ℝ :=
  ![R * Real.sin θ * Real.cos φ, R * Real.sin θ * Real.sin φ, R * Real.cos θ]

/-- The surface integral of `f` over the sphere of radius `R`. -/
def sphereIntegral (R : ℝ) (f : (Fin 3 → ℝ) → ℝ) : ℝ :=
  ∫ θ in (0 : ℝ)..Real.pi, ∫ φ in (0 : ℝ)..(2 * Real.pi),
    f (spherePoint R θ φ) * (R ^ 2 * Real.sin θ)

/-- The band that is cut by the chemical potential, for `μ ≠ e0`. -/
def fermiBand (e0 μ : ℝ) : ℝ := if e0 < μ then 1 else -1

/-- The radius of the Fermi sphere. -/
def fermiRadius (v e0 μ : ℝ) : ℝ := |μ - e0| / v

/-- The Fermi-sphere integral of the orbital moment dotted with group velocity over `v`. -/
def fermiFlux (χ v e0 μ : ℝ) : ℝ :=
  sphereIntegral (fermiRadius v e0 μ) fun k =>
    ∑ c, orbitalMoment χ v e0 (fermiBand e0 μ) k c *
      groupVelocity v e0 (fermiBand e0 μ) k c / v

/-- The squared length is the sum of squared components, and a nonzero wave vector has
positive length. -/
theorem kabs_spec (k : Fin 3 → ℝ) :
    kabs k ^ 2 = k 0 ^ 2 + k 1 ^ 2 + k 2 ^ 2 ∧ (k ≠ 0 → 0 < kabs k) := by
  refine ⟨Real.sq_sqrt (by positivity), fun hk => Real.sqrt_pos.2 ?_⟩
  by_contra h
  have a0 := sq_nonneg (k 0)
  have a1 := sq_nonneg (k 1)
  have a2 := sq_nonneg (k 2)
  have h0 : k 0 ^ 2 = 0 := by linarith
  have h1 : k 1 ^ 2 = 0 := by linarith
  have h2 : k 2 ^ 2 = 0 := by linarith
  apply hk
  funext i
  fin_cases i
  exacts [pow_eq_zero_iff two_ne_zero |>.1 h0, pow_eq_zero_iff two_ne_zero |>.1 h1,
    pow_eq_zero_iff two_ne_zero |>.1 h2]

/-- The matrix `k · σ` written out in components. -/
theorem kSigma_eq (k : Fin 3 → ℝ) :
    kSigma k = !![(k 2 : ℂ), k 0 - k 1 * Complex.I; k 0 + k 1 * Complex.I, -(k 2 : ℂ)] := by
  ext i j
  fin_cases i <;> fin_cases j <;> simp [kSigma, sigma, Fin.sum_univ_three]
  ring

/-- Away from the node the band projectors are idempotent, sum to one, and project on eigenstates of
the Weyl Hamiltonian with the band energies. -/
theorem band_projector {χ s : ℝ} (v e0 : ℝ) (hχ : χ = 1 ∨ χ = -1) (hs : s = 1 ∨ s = -1)
    {k : Fin 3 → ℝ} (hk : k ≠ 0) :
    bandProj χ s k * bandProj χ s k = bandProj χ s k ∧
    bandProj χ s k + bandProj χ (-s) k = 1 ∧
    weylH χ v e0 k * bandProj χ s k = (bandEnergy v e0 s k : ℂ) • bandProj χ s k := by
  have hr := (kabs_spec k).2 hk
  -- the square of `k · σ` is the squared length
  have hS : kSigma k * kSigma k = ((kabs k ^ 2 : ℝ) : ℂ) • 1 := by
    rw [(kabs_spec k).1, kSigma_eq]
    ext i j
    fin_cases i <;> fin_cases j <;> simp [Matrix.mul_apply, Fin.sum_univ_two] <;>
      first
        | linear_combination (-(k 1 : ℂ) ^ 2) * Complex.I_sq
        | ring
  have h0 : ((s * χ / kabs k : ℝ) : ℂ) * ((s * χ / kabs k : ℝ) : ℂ) *
      ((kabs k ^ 2 : ℝ) : ℂ) = 1 := by
    rw [← Complex.ofReal_mul, ← Complex.ofReal_mul, ← Complex.ofReal_one]
    congr 1
    rcases hs with rfl | rfl <;> rcases hχ with rfl | rfl <;> field_simp
  have h1 : ((χ * v : ℝ) : ℂ) * ((s * χ / kabs k : ℝ) : ℂ) * ((kabs k ^ 2 : ℝ) : ℂ) =
      ((s * v * kabs k : ℝ) : ℂ) := by
    rw [← Complex.ofReal_mul, ← Complex.ofReal_mul]
    congr 1
    rcases hχ with rfl | rfl <;> field_simp
  have h2 : ((χ * v : ℝ) : ℂ) =
      ((s * v * kabs k : ℝ) : ℂ) * ((s * χ / kabs k : ℝ) : ℂ) := by
    rw [← Complex.ofReal_mul]
    congr 1
    rcases hs with rfl | rfl <;> field_simp
  refine ⟨?_, ?_, ?_⟩
  · simp only [bandProj, smul_mul_assoc, mul_smul_comm, add_mul, mul_add, one_mul, mul_one, hS]
    linear_combination (norm := module) ((1 / 4 : ℂ) * h0) • (1 : Matrix (Fin 2) (Fin 2) ℂ)
  · simp only [bandProj, neg_mul, neg_div, Complex.ofReal_neg]
    module
  · rw [bandEnergy, Complex.ofReal_add]
    simp only [weylH, bandProj, smul_mul_assoc, mul_smul_comm, add_mul, mul_add, one_mul,
      mul_one, hS]
    linear_combination (norm := module)
      ((1 / 2 : ℂ) * h1) • (1 : Matrix (Fin 2) (Fin 2) ℂ) + ((1 / 2 : ℂ) * h2) • kSigma k

/-- The imaginary part of the interband Pauli trace singles out the component of `k` along
the third cyclic axis. -/
theorem pauli_trace_im (t : ℝ) (k : Fin 3 → ℝ) (c : Fin 3) :
    (trace ((1 + (t : ℂ) • kSigma k) * sigma (c + 1) * (1 - (t : ℂ) • kSigma k) *
      sigma (c + 2))).im = 4 * t * k c := by
  have hc : c = 0 ∨ c = 1 ∨ c = 2 := by fin_cases c <;> simp
  rw [kSigma_eq]
  rcases hc with rfl | rfl | rfl <;>
    simp only [show (0 : Fin 3) + 1 = 1 from rfl, show (0 : Fin 3) + 2 = 2 from rfl,
      show (1 : Fin 3) + 1 = 2 from rfl, show (1 : Fin 3) + 2 = 0 from rfl,
      show (2 : Fin 3) + 1 = 0 from rfl, show (2 : Fin 3) + 2 = 1 from rfl] <;>
    simp [sigma, Matrix.trace_fin_two, Matrix.mul_apply, Fin.sum_univ_two] <;> ring

/-- Away from the node the bands are split, and the orbital moment is `χ v k / (2 |k|²)`
in either band. -/
theorem orbitalMoment_eq {χ v s : ℝ} (e0 : ℝ) (hχ : χ = 1 ∨ χ = -1) (hv : 0 < v)
    (hs : s = 1 ∨ s = -1) {k : Fin 3 → ℝ} (hk : k ≠ 0) :
    bandEnergy v e0 s k - bandEnergy v e0 (-s) k ≠ 0 ∧
    ∀ c, orbitalMoment χ v e0 s k c = χ * v * k c / (2 * kabs k ^ 2) := by
  have hr := (kabs_spec k).2 hk
  have hgap : bandEnergy v e0 s k - bandEnergy v e0 (-s) k = 2 * s * v * kabs k := by
    simp only [bandEnergy]; ring
  have hs0 : s ≠ 0 := by rcases hs with rfl | rfl <;> norm_num
  refine ⟨by rw [hgap]; positivity, fun c => ?_⟩
  have hm : bandProj χ (-s) k =
      (1 / 2 : ℂ) • (1 - ((s * χ / kabs k : ℝ) : ℂ) • kSigma k) := by
    simp only [bandProj, neg_mul, neg_div, Complex.ofReal_neg, neg_smul, sub_eq_add_neg]
  -- collect the real prefactors in front of the Pauli trace
  have hp : bandProj χ s k * velocity χ v (c + 1) * bandProj χ (-s) k * velocity χ v (c + 2) =
      (((χ * v) ^ 2 / 4 : ℝ) : ℂ) • ((1 + ((s * χ / kabs k : ℝ) : ℂ) • kSigma k) *
        sigma (c + 1) * (1 - ((s * χ / kabs k : ℝ) : ℂ) • kSigma k) * sigma (c + 2)) := by
    rw [hm]
    simp only [bandProj, velocity, smul_mul_assoc, mul_smul_comm, smul_smul]
    congr 1
    push_cast
    ring
  rw [orbitalMoment, hp, hgap, Matrix.trace_smul, smul_eq_mul, Complex.im_ofReal_mul,
    pauli_trace_im]
  rcases hs with rfl | rfl <;> rcases hχ with rfl | rfl <;> field_simp

/-- For `k ≠ 0` the energy of band `s` has a partial derivative along axis `c`, equal to `s v k_c /
|k|`. -/
theorem groupVelocity_eq (v e0 s : ℝ) {k : Fin 3 → ℝ} (hk : k ≠ 0) (c : Fin 3) :
    HasDerivAt (fun t => bandEnergy v e0 s (Function.update k c t))
      (s * v * k c / kabs k) (k c) := by
  have hr := (kabs_spec k).2 hk
  have hf : (fun t => bandEnergy v e0 s (Function.update k c t)) =
      fun t => e0 + s * v * Real.sqrt (kabs k ^ 2 - k c ^ 2 + t ^ 2) := by
    funext t
    have hc : c = 0 ∨ c = 1 ∨ c = 2 := by fin_cases c <;> simp
    rw [bandEnergy, kabs, (kabs_spec k).1]
    congr 3
    rcases hc with rfl | rfl | rfl <;> simp [Function.update] <;> ring
  have hq : kabs k ^ 2 - k c ^ 2 + k c ^ 2 = kabs k ^ 2 := by ring
  have h2 : HasDerivAt (fun t : ℝ => t ^ 2) (2 * k c) (k c) := by
    simpa using hasDerivAt_pow 2 (k c)
  have h3 := (h2.const_add (kabs k ^ 2 - k c ^ 2)).sqrt (by rw [hq]; positivity)
  rw [hf]
  refine ((h3.const_mul (s * v)).const_add e0).congr_deriv ?_
  rw [hq, Real.sqrt_sq hr.le]
  field_simp

/-- For `μ ≠ e0` the states at energy `μ` are exactly those of the Fermi band on the Fermi sphere.
-/
theorem fermi_surface {v e0 μ s : ℝ} (hv : 0 < v) (hμ : μ ≠ e0) (hs : s = 1 ∨ s = -1)
    (k : Fin 3 → ℝ) :
    bandEnergy v e0 s k = μ ↔ s = fermiBand e0 μ ∧ kabs k = fermiRadius v e0 μ := by
  have hvr : 0 ≤ v * kabs k := mul_nonneg hv.le (Real.sqrt_nonneg _)
  rw [bandEnergy, fermiRadius, eq_div_iff hv.ne']
  rcases lt_or_gt_of_ne hμ with h | h
  · rw [fermiBand, if_neg (not_lt_of_ge h.le), abs_of_neg (by linarith)]
    rcases hs with rfl | rfl <;>
      exact ⟨fun h1 => by constructor <;> linarith, fun ⟨h1, h2⟩ => by linarith⟩
  · rw [fermiBand, if_pos h, abs_of_pos (by linarith)]
    rcases hs with rfl | rfl <;>
      exact ⟨fun h1 => by constructor <;> linarith, fun ⟨h1, h2⟩ => by linarith⟩

/-- For `μ ≠ e0` the Fermi sphere has positive radius, and the integral over it of the orbital
moment dotted with the group velocity over `v` is `2 π χ (μ - e0)`. -/
theorem fermiFlux_eq {χ v e0 μ : ℝ} (hχ : χ = 1 ∨ χ = -1) (hv : 0 < v) (hμ : μ ≠ e0) :
    0 < fermiRadius v e0 μ ∧ fermiFlux χ v e0 μ = 2 * Real.pi * χ * (μ - e0) := by
  have hR : 0 < fermiRadius v e0 μ := div_pos (abs_pos.2 (sub_ne_zero.2 hμ)) hv
  refine ⟨hR, ?_⟩
  have hs : fermiBand e0 μ = 1 ∨ fermiBand e0 μ = -1 := by
    unfold fermiBand; split_ifs <;> simp
  have hb : fermiBand e0 μ * (v * fermiRadius v e0 μ) = μ - e0 := by
    rw [fermiRadius, mul_div_cancel₀ _ hv.ne']
    rcases lt_or_gt_of_ne hμ with h | h
    · rw [fermiBand, if_neg (not_lt_of_ge h.le), abs_of_neg (by linarith)]; ring
    · rw [fermiBand, if_pos h, abs_of_pos (by linarith)]; ring
  rw [fermiFlux]
  generalize fermiRadius v e0 μ = R at *
  generalize fermiBand e0 μ = s at *
  -- the integrand is constant on the sphere
  have hc : ∀ θ φ, ∑ c, orbitalMoment χ v e0 s (spherePoint R θ φ) c *
      groupVelocity v e0 s (spherePoint R θ φ) c / v = χ * s * v / (2 * R) := by
    intro θ φ
    have hn : kabs (spherePoint R θ φ) = R := by
      have h : (R * Real.sin θ * Real.cos φ) ^ 2 + (R * Real.sin θ * Real.sin φ) ^ 2 +
          (R * Real.cos θ) ^ 2 = R ^ 2 := by
        linear_combination R ^ 2 * Real.sin θ ^ 2 * Real.sin_sq_add_cos_sq φ +
          R ^ 2 * Real.sin_sq_add_cos_sq θ
      change Real.sqrt ((R * Real.sin θ * Real.cos φ) ^ 2 +
        (R * Real.sin θ * Real.sin φ) ^ 2 + (R * Real.cos θ) ^ 2) = R
      rw [h, Real.sqrt_sq hR.le]
    generalize spherePoint R θ φ = k at *
    have hk : k ≠ 0 := by
      rintro rfl
      have h0 : kabs 0 = 0 := by simp [kabs]
      linarith
    have ht : ∀ c, orbitalMoment χ v e0 s k c * groupVelocity v e0 s k c / v =
        χ * s * v / (2 * R ^ 3) * k c ^ 2 := by
      intro c
      rw [(orbitalMoment_eq e0 hχ hv hs hk).2 c, groupVelocity,
        (groupVelocity_eq v e0 s hk c).deriv, hn]
      field_simp
    rw [Finset.sum_congr rfl fun c _ => ht c, ← Finset.mul_sum, Fin.sum_univ_three,
      ← (kabs_spec k).1, hn]
    field_simp
  simp only [sphereIntegral, hc, intervalIntegral.integral_const, smul_eq_mul,
    intervalIntegral.integral_const_mul, integral_sin, Real.cos_zero, Real.cos_pi]
  rw [← hb]
  field_simp
  ring

/-- Two nodes of opposite chirality at energies `ep` and `em` have Fermi spheres of positive radius
whose integrals add up to `2 π (em - ep)`, for every chemical potential `μ` other than `ep` and
`em`. -/
theorem two_node_flux {vp vm ep em μ : ℝ} (hvp : 0 < vp) (hvm : 0 < vm)
    (hp : μ ≠ ep) (hm : μ ≠ em) :
    0 < fermiRadius vp ep μ ∧ 0 < fermiRadius vm em μ ∧
    fermiFlux 1 vp ep μ + fermiFlux (-1) vm em μ = 2 * Real.pi * (em - ep) := by
  obtain ⟨h1, h2⟩ := fermiFlux_eq (χ := 1) (Or.inl rfl) hvp hp
  obtain ⟨h3, h4⟩ := fermiFlux_eq (χ := -1) (Or.inr rfl) hvm hm
  refine ⟨h1, h3, ?_⟩
  rw [h2, h4]
  ring

end

end WeylGyrotropy
```

```lean
#print axioms WeylGyrotropy.band_projector
#print axioms WeylGyrotropy.fermi_surface
#print axioms WeylGyrotropy.two_node_flux
```

```
'WeylGyrotropy.band_projector' depends on axioms: [propext, Classical.choice, Quot.sound]
'WeylGyrotropy.fermi_surface' depends on axioms: [propext, Classical.choice, Quot.sound]
'WeylGyrotropy.two_node_flux' depends on axioms: [propext, Classical.choice, Quot.sound]
```

## How the proof follows the calculation

**Length and projectors.** `kabs_spec` supplies $|k|^2=k_0^2+k_1^2+k_2^2$ and positivity for $k\ne0$. `kSigma_eq` writes $k\cdot\sigma$ as an explicit matrix. In `band_projector`, the step `hS` is $(k\cdot\sigma)^2=|k|^2$; the scalar identities `h0`, `h1` and `h2` then reduce the projector and eigenvalue equations to linear combinations of $1$ and $k\cdot\sigma$.

**Trace and gap.** `pauli_trace_im` checks the three values of $c$ by multiplying the $2\times2$ matrices, where the derivation above uses Pauli identities. In `orbitalMoment_eq`, `hp` collects the factor $v^2/4$ in the form $(\chi v)^2/4$, and `hgap` gives the denominator $2sv|k|$. The final case split over $s$ and $\chi$ cancels the band sign.

**Velocity.** `groupVelocity_eq` isolates the varied component under the square root and applies the chain rule. It proves `HasDerivAt`, so the `deriv` in the definition is a genuine derivative at every $k\ne0$.

**Fermi sphere.** `fermi_surface` treats $\mu$ below and above the node separately. In `fermiFlux_eq`, `hb` is the relation $svR=\mu-e_0$, and `hc` shows that the integrand is constant: `hn` establishes that the parametrised point has length $R$, and `ht` evaluates each term of the scalar product. The azimuthal integral then gives $2\pi$ and the integral of $\sin\theta$ gives $2$, which together produce the area $4\pi R^2$.

**Cancellation.** `two_node_flux` applies this result once with $\chi=1$ and once with $\chi=-1$. After substitution, `ring` removes $\mu$.
